# Legendre modes of rotational diffusion decay at rate l(l+1)D

The theorem `mode_solves` states that u(t,x) = exp(−l(l+1)Dt) P(x) solves the rotational diffusion equation ∂u/∂t = D ∂/∂x((1 − x²) ∂u/∂x). Here P is the l-th derivative of (x² − 1)^l, an unnormalised Legendre polynomial; dividing it by 2^l l! gives the standard one, with value 1 at x = 1. The claim covers every natural number l and all real D, t and x, though in the physical setting D is non-negative and x is the cosine of the polar angle, between −1 and 1. The proof writes down the derivatives explicitly and checks them one by one, using Legendre's equation for the derivative in time.

An attempt in Lean 4 with a fault in it:

```lean
import Mathlib

open Polynomial MeasureTheory

namespace RotationalDiffusion

noncomputable section

/-- The polynomial `(x² - 1)^l`. -/
def seed (l : ℕ) : ℝ[X] := (X ^ 2 - 1) ^ l

/-- The `l`-th derivative of `(x² - 1)^l`, an unnormalised Legendre polynomial. -/
def rodrigues (l : ℕ) : ℝ[X] := derivative^[l] (seed l)

/-- The decay rate `l(l+1)D` for rotational diffusion constant `D`. -/
def rate (D : ℝ) (l : ℕ) : ℝ := l * (l + 1) * D

/-- The function `exp(-l(l+1)Dt) P(x)`, with `P` the `l`-th derivative of `(x² - 1)^l`. -/
def mode (D : ℝ) (l : ℕ) (t x : ℝ) : ℝ :=
  Real.exp (-(rate D l * t)) * (rodrigues l).eval x

/-- The function `u(t,x)` satisfies `∂u/∂t = D ∂/∂x((1 - x²) ∂u/∂x)` for all real `t` and `x`,
and the derivatives in the equation exist. -/
def SolvesDiffusion (D : ℝ) (u : ℝ → ℝ → ℝ) : Prop :=
  ∃ ux F : ℝ → ℝ → ℝ,
    (∀ t x, HasDerivAt (fun y => u t y) (ux t x) x) ∧
    (∀ t x, HasDerivAt (fun y => (1 - y ^ 2) * ux t y) (F t x) x) ∧
    (∀ t x, HasDerivAt (fun r => u r x) (D * F t x) t)

/-- Three successive derivatives of `(x² - 1)^l` obey a linear recurrence. -/
theorem seed_recurrence (l k : ℕ) :
    (X ^ 2 - 1) * derivative^[k + 2] (seed l)
      + ((2 * ((k : ℤ) + 1 - l) : ℤ) : ℝ[X]) * (X * derivative^[k + 1] (seed l))
      + ((((k : ℤ) + 1) * (k - 2 * l) : ℤ) : ℝ[X]) * derivative^[k] (seed l) = 0 := by
  have hq : derivative (X ^ 2 - 1 : ℝ[X]) = 2 * X := by
    rw [pow_two, derivative_sub, derivative_mul, derivative_X, derivative_one]
    ring
  -- the first-order equation of the seed
  have hw : (X ^ 2 - 1) * derivative (seed l) = 2 * (l : ℝ[X]) * X * seed l := by
    unfold seed
    induction l with
    | zero => simp
    | succ n ih =>
      rw [pow_succ (X ^ 2 - 1 : ℝ[X]) n, derivative_mul, hq]
      push_cast
      linear_combination (X ^ 2 - 1) * ih
  have aux : ∀ (a b : ℤ) (f g h : ℝ[X]),
      derivative ((X ^ 2 - 1) * f + (a : ℝ[X]) * (X * g) + (b : ℝ[X]) * h)
        = (X ^ 2 - 1) * derivative f + 2 * X * f + (a : ℝ[X]) * (g + X * derivative g)
          + (b : ℝ[X]) * derivative h := by
    intro a b f g h
    simp only [derivative_add, derivative_mul, derivative_intCast, derivative_X, hq]
    ring
  have hW : ∀ j, derivative (derivative^[j] (seed l)) = derivative^[j + 1] (seed l) :=
    fun j => (Function.iterate_succ_apply' _ _ _).symm
  -- each further differentiation raises the order by one
  induction k with
  | zero =>
    have h0 : (X ^ 2 - 1) * derivative (seed l) + ((-2 * (l : ℤ) : ℤ) : ℝ[X]) * (X * seed l)
        + ((0 : ℤ) : ℝ[X]) * 0 = 0 := by
      push_cast
      linear_combination hw
    have h := congrArg derivative h0
    rw [aux, derivative_zero] at h
    change (X ^ 2 - 1) * derivative (derivative (seed l)) + _ * (X * derivative (seed l))
      + _ * seed l = 0
    push_cast at h ⊢
    linear_combination h
  | succ k ih =>
    have h1 : derivative (derivative^[k + 1] (seed l)) = derivative^[k + 2] (seed l) := hW _
    have h2 : derivative (derivative^[k + 2] (seed l)) = derivative^[k + 3] (seed l) := hW _
    have h := congrArg derivative ih
    rw [aux, derivative_zero, h2, h1, hW k] at h
    change (X ^ 2 - 1) * derivative^[k + 3] (seed l) + _ * (X * derivative^[k + 2] (seed l))
      + _ * derivative^[k + 1] (seed l) = 0
    push_cast at h ⊢
    linear_combination h

/-- Legendre's equation: `((1 - x²) P')' = -l(l+1) P`. -/
theorem legendre_equation (l : ℕ) :
    derivative ((1 - X ^ 2) * derivative (rodrigues l))
      = -((l : ℝ[X]) * ((l : ℝ[X]) + 1)) * rodrigues l := by
  have hq : derivative (1 - X ^ 2 : ℝ[X]) = -(2 * X) := by
    rw [pow_two, derivative_sub, derivative_mul, derivative_X, derivative_one]
    ring
  have h1 : derivative (rodrigues l) = derivative^[l + 1] (seed l) :=
    (Function.iterate_succ_apply' _ _ _).symm
  have h2 : derivative (derivative^[l + 1] (seed l)) = derivative^[l + 2] (seed l) :=
    (Function.iterate_succ_apply' _ _ _).symm
  have h := seed_recurrence l l
  rw [derivative_mul, hq, h1, h2]
  unfold rodrigues
  push_cast at h
  linear_combination -h

/-- Each function `exp(-l(l+1)Dt) P(x)` solves the rotational diffusion equation. -/
theorem mode_solves (D : ℝ) (l : ℕ) : SolvesDiffusion D (mode D l) := by
  refine ⟨fun t x => Real.exp (-(rate D l * t)) * (derivative (rodrigues l)).eval x,
    fun t x => Real.exp (-(rate D l * t)) *
      (derivative ((1 - X ^ 2) * derivative (rodrigues l))).eval x, ?_, ?_, ?_⟩
  · intro t x
    exact ((rodrigues l).hasDerivAt x).const_mul _
  · intro t x
    have h := (((1 - X ^ 2) * derivative (rodrigues l)).hasDerivAt x).const_mul
      (Real.exp (-(rate D l * t)))
    convert h using 1
    funext y
    simp only [eval_mul, eval_sub, eval_one, eval_pow, eval_X]
    ring
  · intro t x
    have h := ((((hasDerivAt_id' t).const_mul (rate D l)).fun_neg).exp).mul_const
      ((rodrigues l).eval x)
    refine h.congr_deriv ?_
    simp only [legendre_equation, eval_mul, eval_neg, eval_natCast, eval_add, eval_one, rate]
    ring

end

end RotationalDiffusion
```

The error:

```
Main.lean:107:4: error: Tactic `apply` failed: could not unify the conclusion of `@_root_.funext`
  ?f = ?g
with the goal
  Real.instAddCommGroup = Real.normedCommRing.toAddCommGroup

Note: The full type of `@_root_.funext` is
  ∀ {α : Sort ?u.88} {β : α → Sort ?u.87} {f g : (x : α) → β x}, (∀ (x : α), f x = g x) → f = g

case e'_4
D : ℝ
l : ℕ
t x : ℝ
h :
  HasDerivAt (fun y => Real.exp (-(rate D l * t)) * eval y ((1 - X ^ 2) * derivative (rodrigues l)))
    (Real.exp (-(rate D l * t)) * eval x (derivative ((1 - X ^ 2) * derivative (rodrigues l)))) x
⊢ Real.instAddCommGroup = Real.normedCommRing.toAddCommGroup
```

What went wrong. The error arises in the second check, the derivative in x of (1 − x²) ∂u/∂x. The fact `h` has the right derivative, but its function is written as a constant times the value of a product polynomial. `convert h using 1` was meant to leave the equality of the two functions, which `funext y` would reduce to an equation at each `y`.

Instead, the first goal it left was an equality between two instances of the additive group structure on the reals, `Real.instAddCommGroup` and `Real.normedCommRing.toAddCommGroup`. These are not functions, so `funext` could not apply.

The repair replaces both lines with `h.congr_of_eventuallyEq`, which carries a derivative over to any function that agrees with the original near the point. Lean now matches the two instances by unfolding definitions when it checks this term, so they no longer appear as a goal. `Filter.Eventually.of_forall` reduces agreement near `x` to agreement at every `y`, and the unchanged `simp only` and `ring` prove that.

Fix (accepted with no message):

```diff
@@ -104,6 +104,5 @@
     have h := (((1 - X ^ 2) * derivative (rodrigues l)).hasDerivAt x).const_mul
       (Real.exp (-(rate D l * t)))
-    convert h using 1
-    funext y
+    refine h.congr_of_eventuallyEq (Filter.Eventually.of_forall fun y => ?_)
     simp only [eval_mul, eval_sub, eval_one, eval_pow, eval_X]
     ring
```
